# Started from Gershgorin bounds at μ = 0, McWeeny purification of Hückel butadiene converges to the projector onto the occupied orbitals

The π system of butadiene is modelled as a real 4×4 matrix, with one orthonormal p orbital per carbon, equal hopping between all neighbours and none beyond, and no electron repulsion. Occupation is controlled by a chemical potential μ, measured from the site energy of carbon, not by a prescribed electron number. Purification obtains a density matrix from matrix products without diagonalising the Hamiltonian, which is its use in linear-scaling electronic structure; here it is followed for this one non-interacting molecule, in exact arithmetic and without truncating small elements.

```lean
import Mathlib

open Matrix Filter Topology

namespace ButadienePurification

noncomputable section

local notation "M₄" => Matrix (Fin 4) (Fin 4) ℝ
```

`M₄` abbreviates the type of real 4×4 matrices. The index type `Fin 4` has the elements 0, 1, 2, 3, so the carbons are numbered from 0 here too. The terminal bonds are 0–1 and 2–3, and the central bond is 1–2.

```lean
/-- Adjacency matrix of the path with four sites. -/
def chain : M₄ := !![0, 1, 0, 0; 1, 0, 1, 0; 0, 1, 0, 1; 0, 0, 1, 0]
```

This is the adjacency matrix A, written row by row: an entry is 1 when two sites are bonded and 0 otherwise.

```lean
/-- The Hückel Hamiltonian of butadiene, with site energy 0 and hopping energy -1. -/
def hueckelH : M₄ := -chain
```

The Hamiltonian is H = -A. The site energy of carbon is the zero of energy, and the strength of the coupling between neighbouring p orbitals is the unit; its negative sign makes the in-phase combination bonding.

```lean
/-- Gershgorin radius of row `i`: the sum of the moduli of its off-diagonal entries. -/
def radius (H : M₄) (i : Fin 4) : ℝ := ∑ j, if j = i then 0 else |H i j|
```

The Gershgorin radius of row i is the sum of |H_ij| over j ≠ i.

```lean
/-- Linear starting guess for purification, from spectral bounds `lo`, `hi` and the
chemical potential `μ`. -/
def initialGuess (lo hi μ : ℝ) (H : M₄) : M₄ :=
  (1 / 2 : ℝ) • (1 : M₄) + (min (1 / (hi - μ)) (1 / (μ - lo)) / 2) • (μ • (1 : M₄) - H)
```

The symbol `•` multiplies a matrix by a number. For spectral bounds lo and hi, the definition reads

P₀ = 1/2 + (λ/2)(μ - H), λ = min(1/(hi - μ), 1/(μ - lo)).

If the bounds enclose the spectrum and lo < μ < hi, this maps every orbital energy to an occupation between 0 and 1, with energies below μ landing above 1/2. The bounds are ordinary arguments; the function does not compute them.

```lean
/-- One McWeeny purification step, `P ↦ 3P² - 2P³`. -/
def mcweeny (P : M₄) : M₄ := (3 : ℝ) • (P * P) - (2 : ℝ) • (P * P * P)
```

One step sends P to 3P² - 2P³. Occupations 0 and 1 are fixed, and so is 1/2.

```lean
/-- The matrix `1/2 + (4A - A³)/(2√5)`, with `A` the adjacency matrix of the chain. -/
def occupiedProjector : M₄ :=
  (1 / 2 : ℝ) • (1 : M₄) + (1 / (2 * √5)) • ((4 : ℝ) • chain - chain ^ 3)
```

This is the candidate limit, P = 1/2 + (4A - A³)/(2√5). Its name is only a label until the theorem on orbitals below.

```lean
/-- Sign matrix of the outer pair of eigenvalues of the adjacency matrix. -/
def outerMode : M₄ :=
  !![0, √5 / 5, 0, (5 - √5) / 10; √5 / 5, 0, (5 + √5) / 10, 0;
     0, (5 + √5) / 10, 0, √5 / 5; (5 - √5) / 10, 0, √5 / 5, 0]
```

Call this matrix U. The eigenvalues of A are ±(√5 + 1)/2 and ±(√5 - 1)/2. With u₊ and u₋ the normalised eigenvectors of the outer pair, U = u₊u₊ᵀ - u₋u₋ᵀ.

```lean
/-- Sign matrix of the inner pair of eigenvalues of the adjacency matrix. -/
def innerMode : M₄ :=
  !![0, √5 / 5, 0, (-5 - √5) / 10; √5 / 5, 0, (√5 - 5) / 10, 0;
     0, (√5 - 5) / 10, 0, √5 / 5; (-5 - √5) / 10, 0, √5 / 5, 0]
```

The matrix V is built in the same way from the inner pair.

```lean
/-- The McWeeny step for a single amplitude `x`, where the occupation is `(1 + x)/2`. -/
def amplitudeStep (x : ℝ) : ℝ := (3 * x - x ^ 3) / 2
```

An occupation p is written as (1 + x)/2, where the amplitude x runs from -1 (empty) to 1 (filled). Substitution gives

3p² - 2p³ = [3(1 + 2x + x²) - (1 + 3x + 3x² + x³)]/4 = (1 + (3x - x³)/2)/2,

so the amplitude moves by x ↦ (3x - x³)/2.

```lean
/-- The largest upper and the smallest lower Gershgorin bound of the butadiene
Hamiltonian are 2 and -2. -/
theorem gershgorin_bounds :
    IsGreatest (Set.range fun i => hueckelH i i + radius hueckelH i) 2 ∧
    IsLeast (Set.range fun i => hueckelH i i - radius hueckelH i) (-2) := by
  refine ⟨⟨⟨1, ?_⟩, ?_⟩, ⟨⟨1, ?_⟩, ?_⟩⟩
  · simp [hueckelH, chain, radius, Fin.sum_univ_four]
    norm_num
  · rintro _ ⟨i, rfl⟩
    fin_cases i <;> simp [hueckelH, chain, radius, Fin.sum_univ_four] <;> norm_num
  · simp [hueckelH, chain, radius, Fin.sum_univ_four]
    norm_num
  · rintro _ ⟨i, rfl⟩
    fin_cases i <;> simp [hueckelH, chain, radius, Fin.sum_univ_four] <;> norm_num
```

The diagonal of H is zero. Rows 0 and 3 have radius 1, and rows 1 and 2 have radius 2, so the largest upper bound is 2 and the smallest lower bound is -2. `IsGreatest` requires both that 2 occurs among the row bounds and that none exceeds it. The proof names row 1 as the witness and checks all four rows with `fin_cases`. The theorem concerns these row bounds; it does not prove Gershgorin's theorem on eigenvalues.

```lean
/-- With bounds -2 and 2 and chemical potential 0, the starting guess is `1/2 + A/4`. -/
theorem initialGuess_butadiene :
    initialGuess (-2) 2 0 hueckelH = (1 / 2 : ℝ) • (1 : M₄) + (1 / 4 : ℝ) • chain := by
  have h : min (1 / ((2 : ℝ) - 0)) (1 / (0 - (-2))) / 2 = 1 / 4 := by norm_num
  rw [initialGuess, h, hueckelH]
  module
```

With lo = -2, hi = 2 and μ = 0, both quotients are 1/2, so λ/2 = 1/4. Since -H = A,

P₀ = 1/2 + A/4.

The tactic `norm_num` does the arithmetic and `module` collects the matrix terms.

```lean
/-- The two sign matrices annihilate each other, and their squares add up to the identity. -/
theorem mode_algebra : outerMode * innerMode = 0 ∧ innerMode * outerMode = 0 ∧
    outerMode * outerMode + innerMode * innerMode = 1 := by
  have h5 : √5 * √5 = 5 := Real.mul_self_sqrt (by norm_num)
  unfold outerMode innerMode
  generalize √5 = r at h5 ⊢
  refine ⟨?_, ?_, ?_⟩ <;> ext i j <;> fin_cases i <;> fin_cases j <;>
    simp [Matrix.mul_apply, Fin.sum_univ_four] <;> nlinarith [h5]
```

By hand, orthogonality of the eigenvectors gives UV = VU = 0. The squares U² and V² project onto the outer and inner pairs, so U² + V² = 1. Lean uses no eigenvectors: it replaces √5 by a letter r with r² = 5 and checks every matrix entry.

```lean
/-- The adjacency matrix is the combination of the two sign matrices with weights
`(√5 + 1)/2` and `(√5 - 1)/2`. -/
theorem chain_eq_modes :
    chain = ((1 + √5) / 2) • outerMode + ((√5 - 1) / 2) • innerMode := by
  have h5 : √5 * √5 = 5 := Real.mul_self_sqrt (by norm_num)
  unfold chain outerMode innerMode
  generalize √5 = r at h5 ⊢
  ext i j
  fin_cases i <;> fin_cases j <;> simp <;> nlinarith [h5]
```

This is the spectral decomposition of A, grouped by pairs:

A = ((√5 + 1)/2)U + ((√5 - 1)/2)V.

The check is again entry by entry.

```lean
lemma chain_cube : chain ^ 3 = !![0, 2, 0, 1; 2, 0, 3, 0; 0, 3, 0, 2; 1, 0, 2, 0] := by
  rw [pow_succ, pow_two]
  ext i j
  fin_cases i <;> fin_cases j <;>
    simp [chain, Matrix.mul_apply, Fin.sum_univ_four] <;> norm_num
```

The explicit cube of A supplies the numbers needed for P and for the bond orders.

```lean
lemma projector_eq_modes : occupiedProjector =
    (1 / 2 : ℝ) • ((1 : M₄) + (1 : ℝ) • outerMode + (1 : ℝ) • innerMode) := by
  have h5 : √5 * √5 = 5 := Real.mul_self_sqrt (by norm_num)
  have hinv : 1 / (2 * √5) = √5 / 10 := by
    rw [div_eq_div_iff (by positivity) (by norm_num)]
    linarith
  have hS : (√5 / 10) • ((4 : ℝ) • chain - chain ^ 3) =
      (1 / 2 : ℝ) • (outerMode + innerMode) := by
    rw [chain_cube]
    unfold chain outerMode innerMode
    generalize √5 = r
    ext i j
    fin_cases i <;> fin_cases j <;> simp <;> linarith
  rw [occupiedProjector, hinv, hS]
  module
```

Put a = (√5 + 1)/2 and b = (√5 - 1)/2. Then a³ = √5 + 2 and b³ = √5 - 2, so 4a - a³ = √5 and 4b - b³ = √5. Since A³ = a³U + b³V,

4A - A³ = √5(U + V), and therefore P = (1 + U + V)/2.

The limit has both amplitudes equal to 1. Lean compares entries instead, after rewriting 1/(2√5) as √5/10.

```lean
/-- McWeeny iteration acts on the amplitudes of the two sign matrices independently. -/
theorem mcweeny_iterate (x y : ℝ) (n : ℕ) :
    mcweeny^[n] ((1 / 2 : ℝ) • ((1 : M₄) + x • outerMode + y • innerMode)) =
      (1 / 2 : ℝ) • ((1 : M₄) + (amplitudeStep^[n] x) • outerMode
        + (amplitudeStep^[n] y) • innerMode) := by
  obtain ⟨hUV, hVU, hone⟩ := mode_algebra
  have hU : outerMode * outerMode * outerMode = outerMode := by
    rw [eq_sub_of_add_eq hone, sub_mul, one_mul, mul_assoc, hVU, mul_zero, sub_zero]
  have hV : innerMode * innerMode * innerMode = innerMode := by
    rw [eq_sub_of_add_eq' hone, sub_mul, one_mul, mul_assoc, hUV, mul_zero, sub_zero]
  have hUUV : outerMode * outerMode * innerMode = 0 := by rw [mul_assoc, hUV, mul_zero]
  have hVVU : innerMode * innerMode * outerMode = 0 := by rw [mul_assoc, hVU, mul_zero]
  induction n with
  | zero => rfl
  | succ n ih =>
    rw [Function.iterate_succ_apply', ih, Function.iterate_succ_apply',
      Function.iterate_succ_apply']
    generalize amplitudeStep^[n] x = a
    generalize amplitudeStep^[n] y = b
    -- all mixed products of the two modes vanish
    simp only [mcweeny, amplitudeStep, smul_mul_assoc, mul_smul_comm, add_mul, mul_add,
      one_mul, mul_one, hUV, hVU, hU, hV, hUUV, hVVU, smul_zero, add_zero]
    module
```

The notation `f^[n]` means f applied n times. The theorem says that n McWeeny steps on (1 + xU + yV)/2 amount to n amplitude steps on x and on y separately.

First, U³ = (1 - V²)U = U, because VU = 0; likewise V³ = V. Let X = xU + yV. Mixed products vanish, so X³ = x³U + y³V. The calculation for a single occupation holds with X in place of x, since X commutes with the identity:

3Q² - 2Q³ = (1 + (3X - X³)/2)/2 for Q = (1 + X)/2.

The coefficients of U and V are therefore (3x - x³)/2 and (3y - y³)/2. Induction on n repeats the step. In the proof, `simp only` expands the products and removes the mixed ones, and `module` compares coefficients.

```lean
/-- An amplitude starting in `(0, 1]` never drops below its initial value `x` or exceeds 1,
and after `n` steps it is within `(1 - x/2)ⁿ` of 1. -/
theorem amplitude_bound {x : ℝ} (h0 : 0 < x) (h1 : x ≤ 1) (n : ℕ) :
    x ≤ amplitudeStep^[n] x ∧ amplitudeStep^[n] x ≤ 1 ∧
      1 - amplitudeStep^[n] x ≤ (1 - x / 2) ^ n := by
  induction n with
  | zero => exact ⟨le_rfl, h1, by simp; linarith⟩
  | succ n ih =>
    rw [Function.iterate_succ_apply', pow_succ]
    generalize amplitudeStep^[n] x = z at ih ⊢
    obtain ⟨hl, hu, he⟩ := ih
    have hz : 0 < z := lt_of_lt_of_le h0 hl
    have hd : 0 ≤ 1 - z := by linarith
    have hup : 0 ≤ z * (1 - z) * (1 + z) := by positivity
    have hle : 0 ≤ (1 - z) ^ 2 * (2 + z) := by positivity
    have hc : 0 ≤ (1 - z) * (z - x + z ^ 2) :=
      mul_nonneg hd (by nlinarith [sq_nonneg z])
    have hm := mul_le_mul_of_nonneg_right he (show 0 ≤ 1 - x / 2 by linarith)
    unfold amplitudeStep
    exact ⟨by nlinarith, by nlinarith, by nlinarith⟩
```

Let 0 < x ≤ 1, let z be the amplitude after n steps, and let z' be the next one. Assume x ≤ z ≤ 1 and 1 - z ≤ (1 - x/2)ⁿ, which hold at n = 0. Then

z' - z = z(1 - z)(1 + z)/2 ≥ 0,

1 - z' = (1 - z)²(2 + z)/2 ≥ 0.

So z' stays between x and 1. For the bound on the distance from 1,

(1 - z)(1 - x/2) - (1 - z') = (1 - z)(z - x + z²)/2 ≥ 0,

and hence 1 - z' ≤ (1 - x/2)ⁿ⁺¹. The facts `hup`, `hle` and `hc` are these three sign conditions without the factor 1/2, and `nlinarith` combines them. The geometric bound is enough to prove convergence but is not the true rate: since 1 - z' = (1 - z)²(2 + z)/2 ≤ (3/2)(1 - z)², convergence is quadratic once z is close to 1.

```lean
lemma amplitude_tendsto {x : ℝ} (h0 : 0 < x) (h1 : x ≤ 1) :
    Tendsto (fun n => amplitudeStep^[n] x) atTop (𝓝 1) := by
  have hp : Tendsto (fun n : ℕ => 1 - (1 - x / 2) ^ n) atTop (𝓝 1) := by
    simpa using (tendsto_pow_atTop_nhds_zero_of_lt_one
      (show 0 ≤ 1 - x / 2 by linarith) (by linarith)).const_sub 1
  exact tendsto_of_tendsto_of_tendsto_of_le_of_le hp tendsto_const_nhds
    (fun n => by have := (amplitude_bound h0 h1 n).2.2; dsimp only; linarith)
    (fun n => (amplitude_bound h0 h1 n).2.1)
```

`Tendsto … atTop (𝓝 1)` says that the sequence converges to 1 as n grows. The amplitude lies between 1 - (1 - x/2)ⁿ and 1. Since 0 ≤ 1 - x/2 < 1, the lower bound tends to 1, and squeezing finishes the argument.

```lean
/-- McWeeny purification of butadiene, started from the Gershgorin bounds at chemical
potential 0, converges to `1/2 + (4A - A³)/(2√5)`. -/
theorem purification_converges :
    Tendsto (fun n => mcweeny^[n] (initialGuess (-2) 2 0 hueckelH)) atTop
      (𝓝 occupiedProjector) := by
  have h5 : √5 * √5 = 5 := Real.mul_self_sqrt (by norm_num)
  have hr : 0 ≤ √5 := Real.sqrt_nonneg 5
  have hlo : 1 < √5 := by nlinarith
  have hhi : √5 < 3 := by nlinarith
  have hstart : initialGuess (-2) 2 0 hueckelH = (1 / 2 : ℝ) •
      ((1 : M₄) + ((1 + √5) / 4) • outerMode + ((√5 - 1) / 4) • innerMode) := by
    rw [initialGuess_butadiene, chain_eq_modes]
    module
  have hx := amplitude_tendsto (x := (1 + √5) / 4) (by linarith) (by linarith)
  have hy := amplitude_tendsto (x := (√5 - 1) / 4) (by linarith) (by linarith)
  simp only [hstart, mcweeny_iterate]
  rw [projector_eq_modes]
  exact (((hx.smul_const outerMode).const_add 1).add (hy.smul_const innerMode)).const_smul _
```

Substituting the decomposition of A into the starting guess gives

P₀ = (1 + ((1 + √5)/4)U + ((√5 - 1)/4)V)/2.

From 1 < √5 < 3, both amplitudes lie in (0, 1], so both tend to 1. The matrices tend to (1 + U + V)/2 = P. Convergence of matrices means convergence of every entry. The last line of the proof assembles the matrix limit from the two scalar limits.

```lean
/-- The limit matrix leaves every eigenvector of the Hamiltonian with negative energy
unchanged and annihilates every eigenvector with positive energy. -/
theorem projector_on_orbitals {e : ℝ} {v : Fin 4 → ℝ} (h : hueckelH *ᵥ v = e • v) :
    (e < 0 → occupiedProjector *ᵥ v = v) ∧ (0 < e → occupiedProjector *ᵥ v = 0) := by
  by_cases hv : v = 0
  · subst hv
    simp
  have hA : chain *ᵥ v = (-e) • v := by
    rw [hueckelH, Matrix.neg_mulVec] at h
    rw [neg_smul, ← h, neg_neg]
  have hA3 : chain ^ 3 *ᵥ v = (-e) ^ 3 • v := by
    rw [pow_succ, pow_two]
    simp only [← Matrix.mulVec_mulVec, hA, Matrix.mulVec_smul]
    module
  -- the secular equation restricts the possible energies
  have hq : chain * chain * chain * chain + 1 =
      chain * chain + chain * chain + chain * chain := by
    ext i j
    fin_cases i <;> fin_cases j <;>
      simp [chain] <;> norm_num
  have hqv := congrArg (fun M : M₄ => M *ᵥ v) hq
  simp only [Matrix.add_mulVec, Matrix.one_mulVec, ← Matrix.mulVec_mulVec, hA,
    Matrix.mulVec_smul] at hqv
  have h0 : (e ^ 4 - 3 * e ^ 2 + 1) • v = 0 := by
    linear_combination (norm := module) hqv
  have q := (smul_eq_zero.mp h0).resolve_right hv
  have h4 : e ^ 2 < 4 := by nlinarith [sq_nonneg (e ^ 2 - 4)]
  have hs : (e ^ 3 - 4 * e) ^ 2 = 5 := by linear_combination (e ^ 2 - 5) * q
  have hP : occupiedProjector *ᵥ v =
      (1 / 2 + 1 / (2 * √5) * (e ^ 3 - 4 * e)) • v := by
    simp only [occupiedProjector, Matrix.add_mulVec, Matrix.smul_mulVec, Matrix.sub_mulVec,
      Matrix.one_mulVec, hA, hA3]
    module
  have hc : 1 / (2 * √5) * √5 = 1 / 2 := by
    have : √5 ≠ 0 := by positivity
    field_simp
  constructor
  · intro he
    have hpos : 0 ≤ e ^ 3 - 4 * e := by nlinarith
    have hr : e ^ 3 - 4 * e = √5 := by rw [← hs, Real.sqrt_sq hpos]
    rw [hP, hr, hc]
    module
  · intro he
    have hpos : 0 ≤ -(e ^ 3 - 4 * e) := by nlinarith
    have hr : e ^ 3 - 4 * e = -√5 := by
      rw [← hs, ← neg_sq, Real.sqrt_sq hpos, neg_neg]
    rw [hP, hr, mul_neg, hc]
    module
```

Here `*ᵥ` applies a matrix to a vector, and the hypothesis is Hv = ev. If v = 0, both claims are immediate. Otherwise Av = -ev, and the matrix identity A⁴ - 3A² + 1 = 0 gives the secular equation

e⁴ - 3e² + 1 = 0.

It forces e² < 4, because e² ≥ 4 would make e²(e² - 3) + 1 positive. Put s = e³ - 4e = e(e² - 4), whose sign is opposite to that of e. Then

s² - 5 = (e² - 5)(e⁴ - 3e² + 1) = 0,

Pv = (1/2 + s/(2√5))v.

For e < 0, s = √5 and Pv = v; for e > 0, s = -√5 and Pv = 0. Lean obtains s² = 5 with `linear_combination`, which verifies the displayed factorisation. As H is symmetric and has no zero eigenvalue, the spectral theorem, which the file does not invoke, then identifies P as the orthogonal projector onto the two bonding orbitals.

```lean
/-- Along the purification, the bond orders of the terminal and the central bond converge
to `2/√5` and `1/√5`. -/
theorem bond_orders_converge :
    Tendsto (fun n => 2 * (mcweeny^[n] (initialGuess (-2) 2 0 hueckelH)) 0 1) atTop
      (𝓝 (2 / √5)) ∧
    Tendsto (fun n => 2 * (mcweeny^[n] (initialGuess (-2) 2 0 hueckelH)) 1 2) atTop
      (𝓝 (1 / √5)) := by
  have key (i j : Fin 4) :
      Tendsto (fun n => 2 * (mcweeny^[n] (initialGuess (-2) 2 0 hueckelH)) i j) atTop
        (𝓝 (2 * occupiedProjector i j)) :=
    (((continuous_id.matrix_elem i j).tendsto _).comp purification_converges).const_mul 2
  have a : ((4 : ℝ) • chain - chain ^ 3) 0 1 = 2 := by
    rw [chain_cube]
    norm_num [chain]
  have b : ((4 : ℝ) • chain - chain ^ 3) 1 2 = 1 := by
    rw [chain_cube]
    simp [chain]
    norm_num
  have ha : 2 * occupiedProjector 0 1 = 2 / √5 := by
    rw [occupiedProjector, Matrix.add_apply, Matrix.smul_apply, Matrix.smul_apply, a,
      Matrix.one_apply_ne (by decide)]
    simp only [smul_eq_mul]
    ring
  have hb : 2 * occupiedProjector 1 2 = 1 / √5 := by
    rw [occupiedProjector, Matrix.add_apply, Matrix.smul_apply, Matrix.smul_apply, b,
      Matrix.one_apply_ne (by decide)]
    simp only [smul_eq_mul]
    ring
  exact ⟨ha ▸ key 0 1, hb ▸ key 1 2⟩

end

end ButadienePurification
```

The factor 2 counts two spins per spatial orbital. Entries 0 1 and 1 2 of A³ are 2 and 3, so those of 4A - A³ are 2 and 1. The identity contributes nothing off the diagonal, and hence

2P₀₁ = 2/√5, 2P₁₂ = 1/√5,

where the subscripts label sites. The helper `key` carries matrix convergence over to any single entry, because reading off an entry is continuous. The limiting π bond order is thus twice as large on the terminal bond as on the central one.

```lean
#print axioms ButadienePurification.gershgorin_bounds
-- 'ButadienePurification.gershgorin_bounds' depends on axioms: [propext, Classical.choice, Quot.sound]
#print axioms ButadienePurification.purification_converges
-- 'ButadienePurification.purification_converges' depends on axioms: [propext, Classical.choice, Quot.sound]
#print axioms ButadienePurification.projector_on_orbitals
-- 'ButadienePurification.projector_on_orbitals' depends on axioms: [propext, Classical.choice, Quot.sound]
#print axioms ButadienePurification.bond_orders_converge
-- 'ButadienePurification.bond_orders_converge' depends on axioms: [propext, Classical.choice, Quot.sound]
```
